# A core of filled shells without gaps, with $k_l$ shells of angular momentum $l$, holds $\sum_l 2(2l+1)k_l$ electrons and leaves $n=l+1+k_l$ as the lowest absent shell

Q: I want to compute hydrogen iodide with an effective core potential that replaces 28 electrons of iodine. The label "28" tells me how many electrons have gone. It doesn't tell me which shells they filled, or which atomic shell the lowest s orbital of my calculation stands for. How do I get from one to the other?

A: Start from the shells. A shell is a pair $(n,l)$ of principal quantum number and angular momentum, with $l<n$. Call all shells with the same $l$ a channel. A core is a finite set of filled shells without gaps: if it contains $(n,l)$, it contains every $(m,l)$ with $l<m\le n$. Let $k_l$ be the number of core shells in channel $l$. These numbers fix how many electrons the core holds, which shells it contains and which shell of each channel is the lowest one absent from it.

Q: Derive it, please, beginning with the electron number.

A: A shell has $2l+1$ values of $m_l$, from $-l$ to $l$, and two spin states for each, so it holds $2(2l+1)$ electrons. Add this over the core shells and group them by channel. The $k_l$ shells of channel $l$ contribute equal amounts, so

$$N_{\text{core}}=\sum_l 2(2l+1)\,k_l .$$

Q: And which shells are they?

A: Exactly those with $l<n\le l+k_l$. Suppose first that $(n,l)$ is in the core. Then so are the shells with principal quantum numbers $l+1,\dots,n$. There are $n-l$ of them, so $n-l\le k_l$.

Conversely, let $l<n\le l+k_l$ and suppose that $(n,l)$ is absent. No core shell $(m,l)$ can have $m\ge n$, because the absence of gaps would then put $(n,l)$ in the core. All core shells of the channel therefore lie among $l+1,\dots,n-1$, which gives $k_l\le n-l-1$. This contradicts $n\le l+k_l$.

The lowest absent shell follows at once. The shells $l+1,\dots,l+k_l$ are present and the next one is not, so it has

$$n=l+1+k_l .$$

Q: Do an example with numbers.

A: Take caesium with the core 1s–4s, 2p–4p, 3d–4d. Here $k_0=4$, $k_1=3$, $k_2=2$ and $k_3=0$. The core holds $2\cdot4+6\cdot3+10\cdot2=46$ electrons, and neutral caesium keeps $55-46=9$. The lowest absent shells have $n=0+1+4=5$, $1+1+3=5$, $2+1+2=5$ and $3+1+0=4$, that is, 5s, 5p, 5d and 4f.

Q: The nine electrons are $5s^2\,5p^6\,6s^1$. There is no 4f electron among them.

A: Right. "Absent" means absent from the core, not occupied by a valence electron. In caesium 5d and 4f are absent from the core and also empty in the ground state.

Q: Now the formal version. I suspect that the number $2(2l+1)$ has simply been put in.

A: It is counted. `capacity` is the number of pairs made of an integer from $-l$ to $l$ and one of two values, with the type `Bool` standing for spin.

In Lean 4 with Mathlib:

```lean
import Mathlib

open Finset

namespace EffectiveCorePotential

set_option maxRecDepth 10000

/-- The number of spin orbitals in a shell of angular momentum `l`: one for each magnetic
quantum number from `-l` to `l` and each of two spin states. -/
noncomputable def capacity (l : ℕ) : ℕ :=
  (Finset.Icc (-(l : ℤ)) (l : ℤ) ×ˢ (Finset.univ : Finset Bool)).card
```

Q: And the absence of gaps?

A: A shell is a pair `s` of natural numbers, with `s.1` for $n$ and `s.2` for $l$. The interval `Finset.Ioc s.2 s.1` contains the $m$ with $l<m\le n$, so the condition is the one I gave you.

```lean
/-- A finite set of shells `(n, l)` is a core if each of its shells has `l < n` and is accompanied
by all shells `(m, l)` with `l < m ≤ n`. -/
def IsCore (C : Finset (ℕ × ℕ)) : Prop :=
  ∀ s ∈ C, s.2 < s.1 ∧ ∀ m ∈ Finset.Ioc s.2 s.1, (m, s.2) ∈ C
```

Q: This says nothing about energies. I could put 3d alone into a core.

A: You could, and it would count as one, with $k_2=1$ and ten electrons. So would the empty set. The condition works within each channel and doesn't compare channels, so the results hold for more sets than anyone would choose as a core. It also treats a shell as a whole: the two spin-orbit partners of a p, d or f shell enter together.

The next definitions are $k_l$, called `shellCount`, and the electron number, called `coreSize`.

```lean
/-- The number `k_l` of shells of angular momentum `l` in the set `C`. -/
def shellCount (C : Finset (ℕ × ℕ)) (l : ℕ) : ℕ :=
  (C.filter (fun s => s.2 = l)).card

/-- The size of a core: the number of electrons that fill all its shells. -/
noncomputable def coreSize (C : Finset (ℕ × ℕ)) : ℕ := ∑ s ∈ C, capacity s.2
```

Q: What does "valence" mean here? Many chemists would not call the 4s electrons of iodine valence electrons.

A: It means every electron of the neutral atom outside the core, including the outer-core or semicore electrons. The subtraction is done in the integers, so a core too large for the atom gives a negative number and not a misleading zero. For an ion you would still have to subtract its charge.

```lean
/-- The number of electrons of a neutral atom of nuclear charge `Z` left outside the core. -/
noncomputable def valence (Z : ℕ) (C : Finset (ℕ × ℕ)) : ℤ := (Z : ℤ) - coreSize C
```

The lowest absent shell is defined as the least element of a set. The condition `l < m` in that set matters: without it, $m=0$ would always be the least number absent from a core.

```lean
/-- `n` is the lowest principal quantum number allowed in channel `l` whose shell is absent
from `C`. -/
def IsLowestAbsent (C : Finset (ℕ × ℕ)) (l n : ℕ) : Prop :=
  IsLeast {m | l < m ∧ (m, l) ∉ C} n
```

Q: So the formula for $n$ is not part of the definition. Good. What is proved first?

A: The capacity. The proof multiplies the number of integers from $-l$ to $l$ by two, and `omega` finishes the arithmetic.

```lean
/-- A shell of angular momentum `l` holds `2(2l+1)` electrons. -/
theorem capacity_eq (l : ℕ) : capacity l = 2 * (2 * l + 1) := by
  rw [capacity, Finset.card_product, Int.card_Icc, Finset.card_univ, Fintype.card_bool]
  omega
```

Next comes the electron number. `C.image Prod.snd` is the set of angular momenta that occur in `C`, so the sum runs over the occupied channels. The proof groups the shells by $l$, replaces each capacity by $2(2l+1)$, and adds equal terms, as in the derivation. This theorem holds for any finite set of shells, with or without gaps.

```lean
/-- The size of a set of filled shells is the sum of `2(2l+1) k_l` over the angular momenta
that occur in it. -/
theorem coreSize_eq_sum (C : Finset (ℕ × ℕ)) :
    coreSize C = ∑ l ∈ C.image Prod.snd, 2 * (2 * l + 1) * shellCount C l := by
  unfold coreSize
  -- group the shells by angular momentum
  rw [← Finset.sum_fiberwise_of_maps_to (g := Prod.snd) (t := C.image Prod.snd)
    (fun s hs => Finset.mem_image_of_mem _ hs)]
  refine Finset.sum_congr rfl fun l _ => ?_
  have h : ∑ s ∈ C.filter (fun s => s.2 = l), capacity s.2
      = ∑ s ∈ C.filter (fun s => s.2 = l), 2 * (2 * l + 1) :=
    Finset.sum_congr rfl fun s hs => by rw [capacity_eq, (Finset.mem_filter.1 hs).2]
  rw [h, Finset.sum_const, smul_eq_mul, shellCount]
  ring
```

Q: Then where do gaps matter?

A: In the lowest absent shell. Take 1s and 3s without 2s. Then $k_0=2$ and the formula would give 3s, but 2s is the lowest absent shell.

For the membership rule, a small lemma says that attaching a fixed $l$ to a set of principal quantum numbers doesn't change its size.

```lean
/-- Shells of one angular momentum are counted by their principal quantum numbers. -/
theorem card_channel (s : Finset ℕ) (l : ℕ) :
    (s.image (fun m => (m, l))).card = s.card :=
  Finset.card_image_of_injective s fun _ _ h => congrArg Prod.fst h
```

The rule itself is `mem_core_iff`. Its two halves are the two counting arguments above. In the first, the shells from $l+1$ to $n$ are all core shells of the channel, so their number is at most $k_l$. In the second, `by_contra` assumes that $(n,l)$ is absent and places all core shells of the channel strictly between $l$ and $n$. Comparing sizes then gives the contradiction.

```lean
/-- In a core, the shells of angular momentum `l` are exactly those with `l < n ≤ l + k_l`. -/
theorem mem_core_iff {C : Finset (ℕ × ℕ)} (hC : IsCore C) (n l : ℕ) :
    (n, l) ∈ C ↔ l < n ∧ n ≤ l + shellCount C l := by
  constructor
  · intro h
    have h1 : l < n := (hC _ h).1
    -- all shells from l+1 up to n are present
    have hsub : (Finset.Ioc l n).image (fun m => (m, l)) ⊆ C.filter (fun s => s.2 = l) := by
      intro s hs
      obtain ⟨m, hm, rfl⟩ := Finset.mem_image.1 hs
      exact Finset.mem_filter.2 ⟨(hC _ h).2 m hm, rfl⟩
    have hcard := Finset.card_le_card hsub
    rw [card_channel, Nat.card_Ioc] at hcard
    change n - l ≤ shellCount C l at hcard
    exact ⟨h1, by omega⟩
  · rintro ⟨h1, h2⟩
    by_contra h
    -- if n is absent, every shell of the channel lies below n
    have hsub : C.filter (fun s => s.2 = l) ⊆ (Finset.Ioo l n).image (fun m => (m, l)) := by
      rintro ⟨m, j⟩ hs
      obtain ⟨hm, hj⟩ := Finset.mem_filter.1 hs
      change j = l at hj
      rw [hj] at hm
      have hmn : m < n := by
        by_contra hlt
        exact h ((hC _ hm).2 n (Finset.mem_Ioc.2 ⟨h1, not_lt.1 hlt⟩))
      exact Finset.mem_image.2 ⟨m, Finset.mem_Ioo.2 ⟨(hC _ hm).1, hmn⟩, by simp [hj]⟩
    have hcard := Finset.card_le_card hsub
    rw [card_channel, Nat.card_Ioo] at hcard
    change shellCount C l ≤ n - l - 1 at hcard
    omega
```

Q: And the formula for the lowest absent shell is read off from this?

A: Yes. `key` shows that $l+1+k_l$ is absent and that no smaller allowed number is. Since a set has at most one least element, the statement can be an equivalence: $n$ is the lowest absent principal quantum number if and only if $n=l+1+k_l$.

```lean
/-- For a core, the lowest absent shell of angular momentum `l` has principal quantum number
`l + 1 + k_l`, and no other number qualifies. -/
theorem lowestAbsent_iff {C : Finset (ℕ × ℕ)} (hC : IsCore C) (l n : ℕ) :
    IsLowestAbsent C l n ↔ n = l + 1 + shellCount C l := by
  have key : IsLowestAbsent C l (l + 1 + shellCount C l) := by
    constructor
    · refine ⟨by omega, fun h => ?_⟩
      have := ((mem_core_iff hC _ _).1 h).2
      omega
    · rintro m ⟨h1, h2⟩
      by_contra h
      exact h2 ((mem_core_iff hC _ _).2 ⟨h1, by omega⟩)
  constructor
  · intro h
    exact IsLeast.unique h key
  · rintro rfl
    exact key
```

Q: Could I specify a core by the list of $k_l$ instead of its shells?

A: You could. The type `ℕ →₀ ℕ` contains the lists of natural numbers with finitely many nonzero entries, and each such list belongs to exactly one core. To construct it, fill each channel from the bottom with the shells $l<n\le l+k_l$.

To see that the new core has the right counts, the proof asks whether the shells with $n=l+k_l$ and $n=l+{}$`shellCount C l` are present, according to both descriptions of membership. The answers agree only if the two counts are equal. Uniqueness follows from the membership rule, since two cores with the same counts contain the same shells.

```lean
/-- Any choice of shell numbers `k_l`, nonzero for finitely many `l` only, is realised by
exactly one core. -/
theorem existsUnique_core (k : ℕ →₀ ℕ) :
    ∃! C : Finset (ℕ × ℕ), IsCore C ∧ ∀ l, shellCount C l = k l := by
  -- fill each channel from the bottom
  let C : Finset (ℕ × ℕ) :=
    k.support.biUnion fun l => (Finset.Ioc l (l + k l)).image (fun n => (n, l))
  have hmem : ∀ n l, (n, l) ∈ C ↔ l < n ∧ n ≤ l + k l := by
    intro n l
    simp only [C, Finset.mem_biUnion, Finset.mem_image, Finset.mem_Ioc,
      Finsupp.mem_support_iff, Prod.mk.injEq]
    constructor
    · rintro ⟨j, _, m, hm, rfl, rfl⟩
      exact hm
    · intro h
      exact ⟨l, by omega, n, h, rfl, rfl⟩
  have hC : IsCore C := by
    rintro ⟨n, l⟩ h
    have h' := (hmem n l).1 h
    refine ⟨h'.1, fun m hm => (hmem m l).2 ?_⟩
    exact ⟨(Finset.mem_Ioc.1 hm).1, le_trans (Finset.mem_Ioc.1 hm).2 h'.2⟩
  refine ⟨C, ⟨hC, fun l => ?_⟩, ?_⟩
  · have h1 := (mem_core_iff hC (l + shellCount C l) l).symm.trans (hmem _ l)
    have h2 := (mem_core_iff hC (l + k l) l).symm.trans (hmem _ l)
    omega
  · rintro D ⟨hD, hDk⟩
    ext ⟨n, l⟩
    rw [mem_core_iff hD, hDk, hmem]
```

Q: But the electron number alone would not be enough?

A: No. The shells 1s, 2s and 2p hold ten electrons, and so do 1s to 5s. The second set is chemically absurd, but it has no gaps. That is why the three cores below are given by their shells.

```lean
/-- The core made of the shells 1s, 2s, 3s, 2p, 3p and 3d. -/
def core28 : Finset (ℕ × ℕ) := {(1, 0), (2, 0), (3, 0), (2, 1), (3, 1), (3, 2)}

/-- The previous core together with 4s, 4p and 4d. -/
def core46 : Finset (ℕ × ℕ) := core28 ∪ {(4, 0), (4, 1), (4, 2)}

/-- The previous core together with 4f. -/
def core60 : Finset (ℕ × ℕ) := core46 ∪ {(4, 3)}
```

Q: So for my iodine atom?

A: The 28-electron core has $k_0=3$, $k_1=2$, $k_2=1$ and $k_3=0$. The theorem states that it is a core, that it holds 28 electrons, that neutral iodine keeps 25, and that the lowest absent shells are 4s, 4p, 4d and 4f. The first two statements are checked by `decide`, which runs through the finite list of shells, after `capacity_eq` has supplied the capacities. The last four use `lowestAbsent_iff`, which turns each into an equation between numbers.

```lean
/-- Iodine (`Z = 53`) with the 28-electron core keeps 25 electrons, and the lowest absent shells
with `l ≤ 3` are 4s, 4p, 4d and 4f. -/
theorem iodine_core28 : IsCore core28 ∧ coreSize core28 = 28 ∧ valence 53 core28 = 25 ∧
    IsLowestAbsent core28 0 4 ∧ IsLowestAbsent core28 1 4 ∧
    IsLowestAbsent core28 2 4 ∧ IsLowestAbsent core28 3 4 := by
  have hC : IsCore core28 := by unfold IsCore; decide
  have hs : coreSize core28 = 28 := by simp only [coreSize, capacity_eq]; decide
  refine ⟨hC, hs, by rw [valence, hs]; norm_num, ?_, ?_, ?_, ?_⟩ <;>
    exact (lowestAbsent_iff hC _ _).2 (by decide)
```

Caesium is the case we worked out, and its proof has the same form.

```lean
/-- Caesium (`Z = 55`) with the 46-electron core keeps 9 electrons, and the lowest absent shells
with `l ≤ 3` are 5s, 5p, 5d and 4f. -/
theorem caesium_core46 : IsCore core46 ∧ coreSize core46 = 46 ∧ valence 55 core46 = 9 ∧
    IsLowestAbsent core46 0 5 ∧ IsLowestAbsent core46 1 5 ∧
    IsLowestAbsent core46 2 5 ∧ IsLowestAbsent core46 3 4 := by
  have hC : IsCore core46 := by unfold IsCore; decide
  have hs : coreSize core46 = 46 := by simp only [coreSize, capacity_eq]; decide
  refine ⟨hC, hs, by rw [valence, hs]; norm_num, ?_, ?_, ?_, ?_⟩ <;>
    exact (lowestAbsent_iff hC _ _).2 (by decide)
```

For gold, 4f has joined the core. This adds 14 electrons, giving 60, and moves the lowest absent f shell from 4f to 5f. Neutral gold keeps 19 electrons.

```lean
/-- Gold (`Z = 79`) with the 60-electron core keeps 19 electrons, and the lowest absent shells
with `l ≤ 3` are 5s, 5p, 5d and 5f. -/
theorem gold_core60 : IsCore core60 ∧ coreSize core60 = 60 ∧ valence 79 core60 = 19 ∧
    IsLowestAbsent core60 0 5 ∧ IsLowestAbsent core60 1 5 ∧
    IsLowestAbsent core60 2 5 ∧ IsLowestAbsent core60 3 5 := by
  have hC : IsCore core60 := by unfold IsCore; decide
  have hs : coreSize core60 = 60 := by simp only [coreSize, capacity_eq]; decide
  refine ⟨hC, hs, by rw [valence, hs]; norm_num, ?_, ?_, ?_, ?_⟩ <;>
    exact (lowestAbsent_iff hC _ _).2 (by decide)

end EffectiveCorePotential
```

```lean
#print axioms EffectiveCorePotential.lowestAbsent_iff
#print axioms EffectiveCorePotential.iodine_core28
#print axioms EffectiveCorePotential.caesium_core46
#print axioms EffectiveCorePotential.gold_core60
```

```
'EffectiveCorePotential.lowestAbsent_iff' depends on axioms: [propext, Classical.choice, Quot.sound]
'EffectiveCorePotential.iodine_core28' depends on axioms: [propext, Classical.choice, Quot.sound]
'EffectiveCorePotential.caesium_core46' depends on axioms: [propext, Classical.choice, Quot.sound]
'EffectiveCorePotential.gold_core60' depends on axioms: [propext, Classical.choice, Quot.sound]
```

Q: How do these numbers enter my calculation on hydrogen iodide?

A: In three places. The program subtracts 28 from the nuclear charge of iodine, so the iodine core acts at long range as a charge of $+25$. The molecule then has $25+1=26$ electrons, which fill 13 orbitals in a closed-shell calculation. And the repulsion between the iodine core and the proton, taken as point charges, is $25/R$ in atomic units. At $R=3$ bohr this is about 8.33 hartree, where the bare nuclei would give $53/3\approx17.67$.

In quantum Monte Carlo the same subtraction sets the size of the configuration space. A neutral gold atom with the 60-electron core has 19 electrons and therefore 57 spatial coordinates, instead of 237.

Q: And the lowest s orbital of the iodine atom is then 4s?

A: It is meant to stand for 4s, and here you need a step that the counting can't supply: the potential has to act so that its lowest state in each channel corresponds to the lowest absent shell. That is a property of the potential and of how it was constructed, while the theorems speak only of sets of shells. For cores made of completely filled shells, they tell an electronic-structure calculation how many electrons to treat and which atomic shell the lowest orbital of each channel should represent.

Q: Then my doubt has moved from the counting to the potential.

A: That is where it belongs. Whether a given potential reproduces the energy and the outer shape of 4s has to be judged by comparing calculations that use the potential with all-electron calculations.
